# RK4 for a finite-dimensional Hermitian Hamiltonian: the norm never grows exactly when (dt·ε)² ≤ 8 for every eigenvalue ε

One classical fourth-order Runge-Kutta (RK4) step of length dt for ψ' = −iHψ, with H Hermitian, time-independent and finite-dimensional, increases the norm of no state exactly when (dt·ε)² ≤ 8 for every eigenvalue ε of H. Exact evolution conserves the norm. RK4 in general does not, and a step that breaks this condition makes some states grow.

```lean
import Mathlib

open Complex

namespace RungeKuttaFourStability

noncomputable section

/-- One step of length `dt` of the classical four-stage Runge-Kutta method for the
equation `ψ' = f ψ`. -/
def rk4Step {V : Type*} [AddCommGroup V] [Module ℂ V] (f : V → V) (dt : ℝ) (ψ : V) : V :=
  let k₁ := f ψ
  let k₂ := f (ψ + ((dt : ℂ) / 2) • k₁)
  let k₃ := f (ψ + ((dt : ℂ) / 2) • k₂)
  let k₄ := f (ψ + (dt : ℂ) • k₃)
  ψ + ((dt : ℂ) / 6) • (k₁ + (2 : ℂ) • k₂ + (2 : ℂ) • k₃ + k₄)
```

`rk4Step` is the usual four-stage update. `f` is any map from a complex vector space `V` to itself, and `k₁` to `k₄` are the four slopes.

```lean
/-- The right-hand side `-i H φ` of the Schrödinger equation, in units with `ħ = 1`. -/
def schrodingerRHS {V : Type*} [AddCommGroup V] [Module ℂ V] (H : V →ₗ[ℂ] V) (φ : V) : V :=
  (-I) • H φ
```

Here `f` becomes φ ↦ −iHφ, with ħ = 1. The type `V →ₗ[ℂ] V` says that H is a complex-linear operator.

```lean
/-- The amplification factor `R(x) = 1 - ix - x²/2 + ix³/6 + x⁴/24`. -/
def rk4Amp (x : ℝ) : ℂ :=
  1 - I * x - (x : ℂ) ^ 2 / 2 + I * (x : ℂ) ^ 3 / 6 + (x : ℂ) ^ 4 / 24
```

This is the polynomial R(x), the exponential series of e^(−ix) cut after fourth order. So far it is only a definition; its link to the update is proved below.

## The modulus of the amplification factor

```lean
/-- The squared modulus of the amplification factor is `1 - x⁶/72 + x⁸/576`. -/
theorem rk4Amp_norm_sq (x : ℝ) : ‖rk4Amp x‖ ^ 2 = 1 - x ^ 6 / 72 + x ^ 8 / 576 := by
  -- separate the real and imaginary parts
  have h : rk4Amp x = ((1 - x ^ 2 / 2 + x ^ 4 / 24 : ℝ) : ℂ)
      + ((-x + x ^ 3 / 6 : ℝ) : ℂ) * I := by
    unfold rk4Amp
    push_cast
    ring
  rw [h, Complex.sq_norm, Complex.normSq_add_mul_I]
  ring
```

For real x, the real part of R is 1 − x²/2 + x⁴/24 and the imaginary part is −x + x³/6. Their squares are

1 − x² + x⁴/3 − x⁶/24 + x⁸/576

x² − x⁴/3 + x⁶/36

and the sum is

|R(x)|² = 1 − x⁶/72 + x⁸/576.

In Lean, `h` is the split into real and imaginary parts, and the final `ring` does the expansion.

```lean
/-- The amplification factor has modulus at most one exactly when `x² ≤ 8`. -/
theorem rk4Amp_norm_le_one_iff (x : ℝ) : ‖rk4Amp x‖ ≤ 1 ↔ x ^ 2 ≤ 8 := by
  have hR := rk4Amp_norm_sq x
  constructor
  · intro h
    by_contra hx
    have hx' : 8 < x ^ 2 := lt_of_not_ge hx
    have h1 : ‖rk4Amp x‖ ^ 2 ≤ 1 := pow_le_one₀ (norm_nonneg _) h
    have h2 : 0 < (x ^ 2) ^ 3 * (x ^ 2 - 8) :=
      mul_pos (pow_pos (by linarith) 3) (by linarith)
    have h3 : (x ^ 2) ^ 3 * (x ^ 2 - 8) = x ^ 8 - 8 * x ^ 6 := by ring
    linarith
  · intro hx
    have h2 : 0 ≤ (x ^ 2) ^ 3 * (8 - x ^ 2) :=
      mul_nonneg (by positivity) (by linarith)
    have h3 : (x ^ 2) ^ 3 * (8 - x ^ 2) = 8 * x ^ 6 - x ^ 8 := by ring
    have h1 : ‖rk4Amp x‖ ^ 2 ≤ 1 := by linarith
    nlinarith [norm_nonneg (rk4Amp x)]
```

Rearranged, the identity reads

|R(x)|² − 1 = x⁶(x² − 8)/576.

If x² > 8, the right side is positive, so |R| > 1. If x² ≤ 8, it is at most zero, so |R| ≤ 1. The two bullets are these two directions, the first argued by contradiction.

```lean
/-- The amplification factor has modulus exactly one only at `x = 0` and at the
stability limit `x² = 8`. -/
theorem rk4Amp_norm_eq_one_iff (x : ℝ) : ‖rk4Amp x‖ = 1 ↔ x = 0 ∨ x ^ 2 = 8 := by
  have hR := rk4Amp_norm_sq x
  constructor
  · intro h
    rw [h] at hR
    have h0 : x ^ 6 * (x ^ 2 - 8) = 0 := by linarith
    rcases mul_eq_zero.1 h0 with h1 | h1
    · exact Or.inl (pow_eq_zero_iff (by norm_num) |>.1 h1)
    · exact Or.inr (by linarith)
  · intro h
    have h0 : x ^ 6 * (x ^ 2 - 8) = 0 := by
      rcases h with h | h
      · rw [h]; norm_num
      · rw [h]; norm_num
    have h1 : ‖rk4Amp x‖ ^ 2 = 1 := by linarith
    exact (pow_eq_one_iff_of_nonneg (norm_nonneg _) two_ne_zero).1 h1
```

The same product vanishes only at x = 0 or x² = 8. For 0 < x² < 8 we have |R| < 1, so an eigenvector with such an x = dt·ε loses norm at each step, as the next section shows.

## From the four stages to R

```lean
/-- If `H v = ε v` with `ε` real, then `n` Runge-Kutta steps multiply `v` by the `n`-th power
of the amplification factor at `x = dt ε`. -/
theorem rk4_iterate_eigenvector {V : Type*} [AddCommGroup V] [Module ℂ V]
    (H : V →ₗ[ℂ] V) (dt ε : ℝ) (v : V) (hv : H v = (ε : ℂ) • v) (n : ℕ) :
    (rk4Step (schrodingerRHS H) dt)^[n] v = rk4Amp (dt * ε) ^ n • v := by
  have h2 : I ^ 2 = -1 := Complex.I_sq
  have h3 : I ^ 3 = -I := by linear_combination I * h2
  have h4 : I ^ 4 = 1 := by linear_combination (I ^ 2 - 1) * h2
  -- a single step, for any multiple of the eigenvector
  have step : ∀ c : ℂ, rk4Step (schrodingerRHS H) dt (c • v)
      = (rk4Amp (dt * ε) * c) • v := by
    intro c
    simp only [rk4Step, schrodingerRHS, rk4Amp, map_add, map_smul, hv, Complex.ofReal_mul]
    match_scalars
    linear_combination c * ((dt : ℂ) * ε) ^ 2 / 2 * h2
      - c * ((dt : ℂ) * ε) ^ 3 / 6 * h3 + c * ((dt : ℂ) * ε) ^ 4 / 24 * h4
  induction n with
  | zero => simp
  | succ n ih => rw [Function.iterate_succ_apply', ih, step, pow_succ']
```

Let Hv = εv and set z = −i·dt·ε. Each stage is then a multiple of v:

dt·k₁ = z v

dt·k₂ = (z + z²/2) v

dt·k₃ = (z + z²/2 + z³/4) v

dt·k₄ = (z + z² + z³/2 + z⁴/4) v

The weighted sum gives

v + (dt/6)(k₁ + 2k₂ + 2k₃ + k₄) = (1 + z + z²/2 + z³/6 + z⁴/24) v = R(dt·ε) v.

In Lean, `step` proves this for any multiple of v: `match_scalars` compares coefficients, and `linear_combination` inserts the powers of i. Induction then gives Rⁿ after n steps, written `^[n]`.

```lean
variable {V : Type*} [NormedAddCommGroup V] [InnerProductSpace ℂ V]

/-- For a Hermitian `H` with `H v = ε v`, one Runge-Kutta step multiplies the amplitude
`⟨v, ψ⟩` of any state `ψ` by the amplification factor at `x = dt ε`. -/
theorem rk4Step_amplitude (H : V →ₗ[ℂ] V) (hH : H.IsSymmetric) (dt ε : ℝ) (v : V)
    (hv : H v = (ε : ℂ) • v) (ψ : V) :
    inner ℂ v (rk4Step (schrodingerRHS H) dt ψ) = rk4Amp (dt * ε) * inner ℂ v ψ := by
  have h2 : I ^ 2 = -1 := Complex.I_sq
  have h3 : I ^ 3 = -I := by linear_combination I * h2
  have h4 : I ^ 4 = 1 := by linear_combination (I ^ 2 - 1) * h2
  -- move the Hamiltonian onto the eigenvector
  have key : ∀ φ : V, inner ℂ v (H φ) = (ε : ℂ) * inner ℂ v φ := by
    intro φ
    rw [← hH v φ, hv, inner_smul_left, Complex.conj_ofReal]
  simp only [rk4Step, schrodingerRHS, rk4Amp, inner_add_right, inner_smul_right, key,
    Complex.ofReal_mul]
  linear_combination inner ℂ v ψ * ((dt : ℂ) * ε) ^ 2 / 2 * h2
    - inner ℂ v ψ * ((dt : ℂ) * ε) ^ 3 / 6 * h3
    + inner ℂ v ψ * ((dt : ℂ) * ε) ^ 4 / 24 * h4
```

`V` now has an inner product, conjugate-linear in its first slot, and `IsSymmetric` is Lean's word for Hermitian here. For every φ,

⟨v, Hφ⟩ = ⟨Hv, φ⟩ = ε⟨v, φ⟩,

which is `key`. Taking the inner product of each stage with v therefore repeats the previous calculation, and ⟨v, ψ⟩ is multiplied by R(dt·ε). The vector v need not be normalised; for v ≠ 0, the normalised amplitude ⟨v, ψ⟩/‖v‖ gets the same factor.

## The stability limit for all states

```lean
/-- For a Hermitian Hamiltonian on a finite-dimensional state space, a Runge-Kutta step
increases the norm of no state exactly when `(dt ε)² ≤ 8` for every eigenvalue `ε`. -/
theorem rk4_stable_iff [FiniteDimensional ℂ V] (H : V →ₗ[ℂ] V) (hH : H.IsSymmetric)
    (dt : ℝ) :
    (∀ ψ : V, ‖rk4Step (schrodingerRHS H) dt ψ‖ ≤ ‖ψ‖) ↔
      ∀ ε : ℝ, Module.End.HasEigenvalue H (ε : ℂ) → (dt * ε) ^ 2 ≤ 8 := by
  constructor
  · -- necessity: test the step on an eigenvector
    intro h ε hε
    obtain ⟨v, hv⟩ := hε.exists_hasEigenvector
    have hs := h v
    have h1 := rk4_iterate_eigenvector H dt ε v hv.apply_eq_smul 1
    rw [Function.iterate_one, pow_one] at h1
    rw [h1, norm_smul] at hs
    have hpos : 0 < ‖v‖ := norm_pos_iff.2 hv.2
    exact (rk4Amp_norm_le_one_iff _).1 (le_of_mul_le_mul_right (by rwa [one_mul]) hpos)
  · -- sufficiency: expand the state in an orthonormal eigenbasis
    intro h ψ
    let b := hH.eigenvectorBasis rfl
    have hb : ∀ i, H (b i) = ((hH.eigenvalues rfl i : ℝ) : ℂ) • b i :=
      fun i => hH.apply_eigenvectorBasis rfl i
    have hn : ∀ φ : V, ‖φ‖ ^ 2 = ∑ i, ‖inner ℂ (b i) φ‖ ^ 2 := by
      intro φ
      rw [← b.repr.norm_map φ, EuclideanSpace.norm_sq_eq]
      simp only [b.repr_apply_apply]
    have hsq : ‖rk4Step (schrodingerRHS H) dt ψ‖ ^ 2 ≤ ‖ψ‖ ^ 2 := by
      rw [hn (rk4Step (schrodingerRHS H) dt ψ), hn ψ]
      apply Finset.sum_le_sum
      intro i _
      have hR := (rk4Amp_norm_le_one_iff _).2 (h _ (Module.End.hasEigenvalue_of_hasEigenvector
        ⟨Module.End.mem_eigenspace_iff.2 (hb i), b.orthonormal.ne_zero i⟩))
      rw [rk4Step_amplitude H hH dt _ (b i) (hb i) ψ, norm_mul]
      exact pow_le_pow_left₀ (by positivity) (mul_le_of_le_one_left (norm_nonneg _) hR) 2
    exact (sq_le_sq₀ (norm_nonneg _) (norm_nonneg _)).1 hsq
```

For necessity, apply the step to an eigenvector v ≠ 0. Then |R(dt·ε)|·‖v‖ ≤ ‖v‖, so |R| ≤ 1 and (dt·ε)² ≤ 8.

For sufficiency, expand ψ in an orthonormal eigenbasis bᵢ with eigenvalues εᵢ:

‖step ψ‖² = Σᵢ |R(dt·εᵢ)|² |⟨bᵢ, ψ⟩|² ≤ Σᵢ |⟨bᵢ, ψ⟩|² = ‖ψ‖².

`hn` is the expansion of the norm, and `Finset.sum_le_sum` compares the sums term by term.

Without Hermiticity, real eigenvalues within the limit do not suffice. Take H = (0 1; 0 0), whose only eigenvalue is 0. Since H² = 0, the step is ψ − i·dt·Hψ. It sends (0, 1) to (−i·dt, 1), of norm √(1 + dt²), which exceeds 1 for every dt ≠ 0.

```lean
/-- If every eigenvalue of a Hermitian Hamiltonian on a finite-dimensional state space has
modulus at most `Emax`, and `|dt| Emax ≤ 2√2`, then the norm after any number of Runge-Kutta
steps is at most the initial norm. -/
theorem rk4_norm_iterate_le [FiniteDimensional ℂ V] (H : V →ₗ[ℂ] V) (hH : H.IsSymmetric)
    (dt Emax : ℝ) (hE : ∀ ε : ℝ, Module.End.HasEigenvalue H (ε : ℂ) → |ε| ≤ Emax)
    (hdt : |dt| * Emax ≤ 2 * √2) (n : ℕ) (ψ : V) :
    ‖(rk4Step (schrodingerRHS H) dt)^[n] ψ‖ ≤ ‖ψ‖ := by
  have hstep := (rk4_stable_iff H hH dt).2 (by
    intro ε hε
    have h1 : |dt * ε| ≤ 2 * √2 := by
      rw [abs_mul]
      exact (mul_le_mul_of_nonneg_left (hE ε hε) (abs_nonneg dt)).trans hdt
    calc (dt * ε) ^ 2 = |dt * ε| ^ 2 := (sq_abs _).symm
      _ ≤ (2 * √2) ^ 2 := pow_le_pow_left₀ (abs_nonneg _) h1 2
      _ = 8 := by
        rw [mul_pow, Real.sq_sqrt (by norm_num)]
        norm_num)
  induction n with
  | zero => simp
  | succ n ih =>
    rw [Function.iterate_succ_apply']
    exact (hstep _).trans ih

end

end RungeKuttaFourStability
```

If |ε| ≤ Emax for all eigenvalues and |dt|·Emax ≤ 2√2, then |dt·ε| ≤ 2√2, and squaring gives the limit 8. Induction carries the bound through n steps. `Emax` bounds the modulus, so a deep negative level counts as much as a high positive one.

In real-time propagation with a fixed Hermitian Hamiltonian matrix in an orthonormal basis, a time step that meets this condition keeps the norm from growing. The condition is sufficient: if `Emax` overestimates the largest |ε|, somewhat longer steps are also safe. It rules out growth of the norm, but does not by itself make the loss of norm small or the phases accurate. How well the matrix represents a continuum Hamiltonian is a separate question, which the hypotheses leave open.

```lean
#print axioms RungeKuttaFourStability.rk4Amp_norm_eq_one_iff
#print axioms RungeKuttaFourStability.rk4_norm_iterate_le
```

```
'RungeKuttaFourStability.rk4Amp_norm_eq_one_iff' depends on axioms: [propext, Classical.choice, Quot.sound]
'RungeKuttaFourStability.rk4_norm_iterate_le' depends on axioms: [propext, Classical.choice, Quot.sound]
```
